# For U(1) links with no plaquette equal to −1, the flux out of a lattice cube is $2\pi m$ with $|m|\le 2$

A cube is described here by a corner site and three lattice steps, not by a list of twelve edges. The sites form an additive commutative group $G$, and $e_0,e_1,e_2$ are three elements of it. Taking $G=\mathbb Z^3$ with the unit steps gives the infinite cubic lattice, and $G=(\mathbb Z/L)^3$ gives a periodic box. A single isolated cube is covered too, because any twelve phases on its edges extend to a link field on $\mathbb Z^3$.

```lean
import Mathlib

open Real

namespace DeGrandToussaint

noncomputable section

variable {G : Type*} [AddCommGroup G]
```

The link from $x$ to $x+e_\mu$ carries a phase $U_\mu(x)$, a complex number of modulus one. In Lean this is `U x μ`, of type `Circle`. The plaquette in the $\mu$-$\nu$ plane is

$$P_{\mu\nu}(x)=U_\mu(x)\,U_\nu(x+e_\mu)\,U_\mu(x+e_\nu)^{-1}\,U_\nu(x)^{-1}.$$

```lean
/-- The plaquette variable at site `x` in the `μ`-`ν` plane: the ordered product of the
four links around the elementary square. Here `e μ` is the lattice step in direction `μ`. -/
def plaq (e : Fin 3 → G) (U : G → Fin 3 → Circle) (x : G) (μ ν : Fin 3) : Circle :=
  U x μ * U (x + e μ) ν * (U (x + e ν) μ)⁻¹ * (U x ν)⁻¹
```

Directions are numbered $0,1,2$ and added modulo 3. The far face in direction $\rho$ has the outward plaquette $P_{\rho+1,\rho+2}(x+e_\rho)$. The near face is traversed in the opposite sense, so its outward plaquette is $P_{\rho+2,\rho+1}(x)$.

```lean
/-- The outward-oriented plaquette on the far face of the cube at `x` in direction `ρ`. -/
def front (e : Fin 3 → G) (U : G → Fin 3 → Circle) (x : G) (ρ : Fin 3) : Circle :=
  plaq e U (x + e ρ) (ρ + 1) (ρ + 2)

/-- The outward-oriented plaquette on the near face of the cube at `x` in direction `ρ`. -/
def back (e : Fin 3 → G) (U : G → Fin 3 → Circle) (x : G) (ρ : Fin 3) : Circle :=
  plaq e U x (ρ + 2) (ρ + 1)
```

The flux $\Phi(x)$ is the sum of the six principal arguments. `Complex.arg` takes values in $(-\pi,\pi]$, so a plaquette equal to $-1$ is assigned $+\pi$.

```lean
/-- The magnetic flux out of the cube at `x`: the sum of the principal arguments of its
six outward-oriented plaquettes. -/
def cubeFlux (e : Fin 3 → G) (U : G → Fin 3 → Circle) (x : G) : ℝ :=
  ∑ ρ, (Complex.arg (front e U x ρ) + Complex.arg (back e U x ρ))
```

The condition `Regular` says that none of the six outward plaquettes of the cube equals $-1$.

```lean
/-- No face of the cube at `x` carries the plaquette value `-1`. -/
def Regular (e : Fin 3 → G) (U : G → Fin 3 → Circle) (x : G) : Prop :=
  ∀ ρ, (front e U x ρ : ℂ) ≠ -1 ∧ (back e U x ρ : ℂ) ≠ -1
```

When no face carries $-1$, the integer $m=\Phi/2\pi$ is, up to a sign convention, the monopole number commonly assigned to a cube in simulations of compact U(1) lattice gauge theory. The usual prescription takes one reduced angle per plaquette and reverses its sign for the opposite orientation, which can differ from $\Phi$ when a plaquette equals $-1$. Here $m$ is computed for one fixed link configuration, with no action and no average over configurations.

## Commuting steps and commuting phases

That the steps commute means that the cube closes: going along $e_0$ and then $e_1$ reaches the same site as going along $e_1$ and then $e_0$. That the phases commute is the abelian character of electromagnetism. Both enter the lattice Bianchi identity, which says that the six outward plaquettes multiply to 1.

To derive it, choose for every link a real angle $A_\mu(x)$ with $U_\mu(x)=e^{iA_\mu(x)}$, and write $\Delta_\mu f(x)=f(x+e_\mu)-f(x)$. Because phases commute, $P_{\mu\nu}=e^{iF_{\mu\nu}}$ with

$$F_{\mu\nu}(x)=A_\mu(x)+A_\nu(x+e_\mu)-A_\mu(x+e_\nu)-A_\nu(x)=\Delta_\mu A_\nu(x)-\Delta_\nu A_\mu(x).$$

Since $F_{\nu\mu}=-F_{\mu\nu}$, the two faces in direction $\rho$ contribute $F_{\rho+1,\rho+2}(x+e_\rho)-F_{\rho+1,\rho+2}(x)=\Delta_\rho F_{\rho+1,\rho+2}(x)$. The sum over the three directions is

$$\Delta_0(\Delta_1A_2-\Delta_2A_1)+\Delta_1(\Delta_2A_0-\Delta_0A_2)+\Delta_2(\Delta_0A_1-\Delta_1A_0)=0,$$

because the differences commute when the steps do. The product of the plaquettes is therefore $e^{i0}=1$.

The Lean proof works with the phases themselves and needs no link angles. The lemma `plaq_swap` records that reversing a plaquette inverts it; it is used later, for the total flux.

```lean
/-- Reversing the orientation of a plaquette inverts its value. -/
theorem plaq_swap (e : Fin 3 → G) (U : G → Fin 3 → Circle) (x : G) (μ ν : Fin 3) :
    plaq e U x ν μ = (plaq e U x μ ν)⁻¹ := by
  simp only [plaq, mul_inv, inv_inv]
  ac_rfl
```

In `bianchi` the product is expanded into its 24 link factors. The three uses of `add_right_comm` identify the corners reached along two paths, which is where commuting steps are needed. After passing to complex numbers, `field_simp` cancels each link against its inverse, which is where commuting phases are needed.

```lean
/-- Lattice Bianchi identity: the six outward-oriented plaquettes of a cube multiply to 1. -/
theorem bianchi (e : Fin 3 → G) (U : G → Fin 3 → Circle) (x : G) :
    ∏ ρ, (front e U x ρ * back e U x ρ) = 1 := by
  have h1 : (1 : Fin 3) + 1 = 2 := rfl
  have h2 : (1 : Fin 3) + 2 = 0 := rfl
  have h3 : (2 : Fin 3) + 1 = 0 := rfl
  have h4 : (2 : Fin 3) + 2 = 1 := rfl
  simp only [Fin.prod_univ_three, front, back, plaq, zero_add, h1, h2, h3, h4]
  -- the far corners are reached along two different paths
  rw [add_right_comm x (e 1) (e 0), add_right_comm x (e 2) (e 0),
    add_right_comm x (e 2) (e 1)]
  apply Circle.ext
  simp only [Circle.coe_mul, Circle.coe_inv, Circle.coe_one]
  have h : ∀ z : Circle, (z : ℂ) ≠ 0 := fun z => Circle.coe_ne_zero z
  field_simp [h]
```

If the two orders of stepping led to different sites, the links at the far corners would no longer pair up, and the product would in general differ from 1. For non-abelian links, the plaquettes would have to be transported to a common base point before an analogous identity could be written.

Nothing is assumed about the independence of the steps. In a periodic box with $L=1$ all steps vanish, every plaquette is 1, and the statements remain true.

## No plaquette equal to −1

A plaquette equal to $-1$ carries half a flux quantum, for which $+\pi$ and $-\pi$ describe the same phase. The flux through such a face has no preferred sign, and only the convention for the principal argument selects one. Excluding this value makes the flux through every face unambiguous and odd under reversal of orientation.

That $\Phi$ is an integer multiple of $2\pi$ does not depend on this exclusion. Exponentiating the flux gives the product of the plaquettes,

$$e^{i\Phi(x)}=\prod_{\text{faces}}e^{i\arg P}=\prod_{\text{faces}}P=1,$$

so $\Phi(x)=2\pi m$ with $m\in\mathbb Z$. The unreduced angles $F$ sum to zero, so $m$ comes entirely from the multiples of $2\pi$ removed when each of them is brought into $(-\pi,\pi]$.

The exclusion is used for the size of $m$. Each argument now lies strictly between $-\pi$ and $\pi$, hence

$$|2\pi m|\le\sum_{\text{faces}}|\arg P|<6\pi,$$

which gives $|m|<3$. Since $m$ is an integer, $|m|\le2$.

The strict bound on one argument is a separate lemma. The lower inequality always holds. Equality at the upper end would make the phase $e^{i\pi}=-1$, against the hypothesis.

```lean
/-- A phase factor different from `-1` has its principal argument strictly between
`-π` and `π`. -/
theorem abs_arg_lt_pi (z : Circle) (hz : (z : ℂ) ≠ -1) : |Complex.arg z| < π := by
  rw [abs_lt]
  refine ⟨Complex.neg_pi_lt_arg _, lt_of_le_of_ne (Complex.arg_le_pi _) fun h => hz ?_⟩
  have h' := Circle.exp_arg z
  rw [h] at h'
  rw [← h', Circle.coe_exp, Complex.exp_pi_mul_I]
```

The main theorem says that for every site group, every choice of three steps, every link field and every cube satisfying `Regular`, there is an integer $m$ with $\Phi(x)=2\pi m$ and $|m|\le2$. In its proof, `hexp` is the exponentiated flux combined with `bianchi`, and `Complex.exp_eq_one_iff` supplies the integer. The hypothesis `hU` enters only afterwards, in `hf` and `hb`, which bound the arguments of the far and near faces. Adding these bounds gives `hup` and `hlo`; dividing by $2\pi$ leaves $-3<m<3$, and the last lines pass to integers.

```lean
/-- If no face of a cube has plaquette value `-1`, the flux out of the cube is `2π m` with `m` an
integer and `|m| ≤ 2`. -/
theorem monopole_charge (e : Fin 3 → G) (U : G → Fin 3 → Circle) (x : G)
    (hU : Regular e U x) : ∃ m : ℤ, cubeFlux e U x = 2 * π * m ∧ |m| ≤ 2 := by
  -- the exponential of the flux is the product of the plaquettes
  have hexp : Circle.exp (cubeFlux e U x) = 1 := by
    rw [← bianchi e U x]
    simp only [cubeFlux, Fin.sum_univ_three, Fin.prod_univ_three, Circle.exp_add,
      Circle.exp_arg]
  have hc : Complex.exp ((cubeFlux e U x : ℂ) * Complex.I) = 1 := by
    rw [← Circle.coe_exp, hexp, Circle.coe_one]
  obtain ⟨m, hm⟩ := Complex.exp_eq_one_iff.mp hc
  have hflux : cubeFlux e U x = 2 * π * m := by
    have h : (cubeFlux e U x : ℂ) = 2 * π * m := by
      apply mul_right_cancel₀ Complex.I_ne_zero
      rw [hm]
      ring
    exact_mod_cast h
  refine ⟨m, hflux, ?_⟩
  -- six arguments, each of size less than π
  have hf := fun ρ => abs_lt.mp (abs_arg_lt_pi _ (hU ρ).1)
  have hb := fun ρ => abs_lt.mp (abs_arg_lt_pi _ (hU ρ).2)
  have hs := hflux
  simp only [cubeFlux, Fin.sum_univ_three] at hs
  have hup : 2 * π * m < 6 * π := by
    linarith [(hf 0).2, (hf 1).2, (hf 2).2, (hb 0).2, (hb 1).2, (hb 2).2]
  have hlo : -(6 * π) < 2 * π * m := by
    linarith [(hf 0).1, (hf 1).1, (hf 2).1, (hb 0).1, (hb 1).1, (hb 2).1]
  have h1 : (m : ℝ) < 3 := by nlinarith [Real.pi_pos]
  have h2 : (-3 : ℝ) < m := by nlinarith [Real.pi_pos]
  have h1' : m < 3 := by exact_mod_cast h1
  have h2' : -3 < m := by exact_mod_cast h2
  rw [abs_le]
  omega
```

## Finitely many sites

A finite group of sites represents a periodic box, which has no boundary through which flux could leave. If in addition no plaquette anywhere equals $-1$, the fluxes out of all cubes sum to zero, and so the monopole charges do as well.

The far face of the cube at $x$ in direction $\rho$ is the near face of the cube at $x+e_\rho$, with the opposite orientation. Write $a_\rho(x)=\arg P_{\rho+1,\rho+2}(x)$. The far face contributes $a_\rho(x+e_\rho)$. The near face contributes $\arg\big(P_{\rho+1,\rho+2}(x)^{-1}\big)=-a_\rho(x)$, which holds because the plaquette is not $-1$. Therefore

$$\sum_x\Phi(x)=\sum_\rho\Big(\sum_x a_\rho(x+e_\rho)-\sum_x a_\rho(x)\Big)=0,$$

since translation by $e_\rho$ only permutes the sites.

In the proof, `hshift` is this permutation, expressed through `Equiv.addRight`, and `hback` is the sign change, obtained from `plaq_swap` and the formula for the argument of an inverse. The hypothesis ranges over all pairs of directions, including equal ones, but a plaquette with $\mu=\nu$ is always 1, so those cases add no restriction.

```lean
/-- On a finite periodic lattice with no plaquette equal to `-1`, the fluxes out of all
cubes add up to zero. -/
theorem total_flux_zero [Fintype G] (e : Fin 3 → G) (U : G → Fin 3 → Circle)
    (hU : ∀ x μ ν, (plaq e U x μ ν : ℂ) ≠ -1) : ∑ x, cubeFlux e U x = 0 := by
  simp only [cubeFlux]
  rw [Finset.sum_comm]
  refine Finset.sum_eq_zero fun ρ _ => ?_
  -- each face is shared by two neighbouring cubes with opposite orientation
  have hshift : ∑ x, Complex.arg (front e U x ρ)
      = ∑ x, Complex.arg (plaq e U x (ρ + 1) (ρ + 2)) :=
    Equiv.sum_comp (Equiv.addRight (e ρ))
      (fun x => Complex.arg (plaq e U x (ρ + 1) (ρ + 2)))
  have hback : ∀ x, Complex.arg (back e U x ρ)
      = -Complex.arg (plaq e U x (ρ + 1) (ρ + 2)) := by
    intro x
    have hne := (abs_lt.mp (abs_arg_lt_pi _ (hU x (ρ + 1) (ρ + 2)))).2.ne
    rw [back, plaq_swap, Circle.coe_inv, Complex.arg_inv, if_neg hne]
  rw [Finset.sum_add_distrib, hshift, Finset.sum_congr rfl fun x _ => hback x,
    Finset.sum_neg_distrib, add_neg_cancel]
```

Both assumptions matter. In a finite part of an infinite lattice the inner faces still cancel, but the outer ones remain and can carry net flux. In a periodic box where some plaquettes equal $-1$, each such face contributes $\pi$ from both sides, and the total becomes $2\pi$ times the number of these faces, counted once for each site and direction $\rho$.

## A sixth root of unity on every face

An explicit link field shows that the bound is sharp and what happens at $-1$. It gives all six outward plaquettes of one cube a common value $\zeta$. All six faces then contribute equally to $\Phi$. By the Bianchi identity this requires $\zeta^6=1$, and that condition is also sufficient.

On $\mathbb Z^3$, with $x=(x_0,x_1,x_2)$, take $U_\mu(x)=\zeta^{n_\mu(x)}$ with the integer exponents

$$n_0=x_2(2x_1-1),\qquad n_1=x_2(1-2x_0)-x_0,\qquad n_2=0.$$

```lean
/-- The three unit steps of the simple cubic lattice. -/
def step : Fin 3 → ℤ × ℤ × ℤ := ![(1, 0, 0), (0, 1, 0), (0, 0, 1)]

/-- An integer vector potential on the links of the cubic lattice. -/
def potential (x : ℤ × ℤ × ℤ) : Fin 3 → ℤ :=
  ![x.2.2 * (2 * x.2.1 - 1), x.2.2 * (1 - 2 * x.1) - x.1, 0]

/-- The link field whose links are powers of one phase `ζ`, with exponents given by the
integer vector potential. -/
def monopoleLinks (ζ : Circle) (x : ℤ × ℤ × ℤ) (μ : Fin 3) : Circle := ζ ^ potential x μ
```

Each plaquette is $\zeta$ raised to the lattice curl of $n$. For the cube at the origin, the outward curls are

- direction 0: far $n_1(1,0,0)-n_1(1,0,1)=-1+2=1$, near $n_1(0,0,1)-n_1(0,0,0)=1$;
- direction 1: far $n_0(0,1,1)-n_0(0,1,0)=1$, near $n_0(0,0,0)-n_0(0,0,1)=1$;
- direction 2: far $n_0(0,0,1)+n_1(1,0,1)-n_0(0,1,1)-n_1(0,0,1)=-1-2-1-1=-5$, near $n_1(0,0,0)+n_0(0,1,0)-n_1(1,0,0)-n_0(0,0,0)=1$.

Five faces carry $\zeta$, and the sixth carries $\zeta^{-5}=\zeta\cdot\zeta^{-6}=\zeta$. In Lean, `hp` expresses a plaquette through the curl, `h5` is the last identity, and `fin_cases` goes through the three directions. Without $\zeta^6=1$ the sixth face would differ from the other five.

```lean
/-- If `ζ` is a sixth root of unity, all six outward plaquettes of the cube at the origin
are equal to `ζ`. -/
theorem monopoleLinks_faces (ζ : Circle) (hζ : ζ ^ 6 = 1) (ρ : Fin 3) :
    front step (monopoleLinks ζ) 0 ρ = ζ ∧ back step (monopoleLinks ζ) 0 ρ = ζ := by
  have hp : ∀ x μ ν, plaq step (monopoleLinks ζ) x μ ν = ζ ^ (potential x μ
      + potential (x + step μ) ν - potential (x + step ν) μ - potential x ν) := by
    intro x μ ν
    simp only [plaq, monopoleLinks, zpow_sub, zpow_add]
  have h6 : ζ ^ (6 : ℤ) = 1 := by exact_mod_cast hζ
  have h5 : ζ ^ (-5 : ℤ) = ζ := by
    rw [show (-5 : ℤ) = 1 - 6 by norm_num, zpow_sub, h6, zpow_one, inv_one, mul_one]
  rw [front, back, hp, hp]
  -- the lattice curl is 1 on five faces and -5 on the sixth
  fin_cases ρ
  · exact ⟨zpow_one ζ, zpow_one ζ⟩
  · exact ⟨zpow_one ζ, zpow_one ζ⟩
  · exact ⟨h5, zpow_one ζ⟩
```

Now put $\zeta=e^{i\pi m/3}$ with an integer $m$ satisfying $-3<m\le3$. Then $\zeta^6=e^{2\pi i m}=1$, and $\pi m/3$ lies in $(-\pi,\pi]$, so it is the principal argument of $\zeta$. The flux is $6\cdot\pi m/3=2\pi m$. The proof establishes these two facts as `hζ` and `harg` and then adds the six equal terms.

```lean
/-- For an integer `m` with `-3 < m ≤ 3`, the links built from the phase `exp(iπm/3)` give
flux `2π m` out of the cube at the origin. -/
theorem monopoleLinks_flux (m : ℤ) (h1 : -3 < m) (h2 : m ≤ 3) :
    cubeFlux step (monopoleLinks (Circle.exp (π * m / 3))) 0 = 2 * π * m := by
  have h1' : (-3 : ℝ) < m := by exact_mod_cast h1
  have h2' : (m : ℝ) ≤ 3 := by exact_mod_cast h2
  have hζ : Circle.exp (π * m / 3) ^ 6 = 1 := by
    apply Circle.ext
    have hpow : ((Circle.exp (π * m / 3) ^ 6 : Circle) : ℂ)
        = (Circle.exp (π * m / 3) : ℂ) ^ 6 := by
      simp only [pow_succ, pow_zero, Circle.coe_mul, Circle.coe_one]
    rw [hpow, Circle.coe_exp, Circle.coe_one, ← Complex.exp_nat_mul,
      Complex.exp_eq_one_iff]
    exact ⟨m, by push_cast; ring⟩
  have harg : Complex.arg (Circle.exp (π * m / 3)) = π * m / 3 :=
    Circle.arg_exp (by nlinarith [Real.pi_pos]) (by nlinarith [Real.pi_pos])
  simp only [cubeFlux, (monopoleLinks_faces _ hζ _).1, (monopoleLinks_faces _ hζ _).2,
    harg, Fin.sum_univ_three]
  ring
```

For $|m|\le2$ the phase $\zeta$ is not $-1$, so the cube satisfies `Regular` and each of the charges $-2,-1,0,1,2$ occurs. For $m=3$ every outward plaquette is $-1$ and the flux is $6\pi$, which violates the bound. This depends on taking the principal argument separately for each orientation. If each near face were instead given minus the argument of the reversed plaquette, the same links would have flux $3\pi-3\pi=0$, and $|m|\le2$ would hold for every link field. The value $m=-3$ is left out because it gives the same phase $\zeta=-1$, whose principal argument is again $+\pi$. The final theorem is the case $m=3$, with the phase written as $e^{i\pi}$.

```lean
/-- The links built from the phase `exp(iπ)` give flux `2π · 3` out of the cube at the origin. -/
theorem exceptional_charge_three :
    cubeFlux step (monopoleLinks (Circle.exp π)) 0 = 2 * π * 3 := by
  have h := monopoleLinks_flux 3 (by norm_num) le_rfl
  have h3 : π * ((3 : ℤ) : ℝ) / 3 = π := by push_cast; ring
  rw [h3] at h
  exact_mod_cast h

end

end DeGrandToussaint
```

```lean
#print axioms DeGrandToussaint.monopole_charge
#print axioms DeGrandToussaint.total_flux_zero
#print axioms DeGrandToussaint.monopoleLinks_flux
#print axioms DeGrandToussaint.exceptional_charge_three
```

```
'DeGrandToussaint.monopole_charge' depends on axioms: [propext, Classical.choice, Quot.sound]
'DeGrandToussaint.total_flux_zero' depends on axioms: [propext, Classical.choice, Quot.sound]
'DeGrandToussaint.monopoleLinks_flux' depends on axioms: [propext, Classical.choice, Quot.sound]
'DeGrandToussaint.exceptional_charge_three' depends on axioms: [propext, Classical.choice, Quot.sound]
```
